# Cholesky and Gram–Schmidt orthonormalisation give the same orbitals in a positive definite overlap metric

## Two routes from the same trial bands

In a plane-wave calculation with ultrasoft or PAW potentials, the smooth orbitals are commonly kept orthonormal with respect to an overlap matrix $S$, and an update of the trial bands can spoil this. My notes repair this by Gram–Schmidt, band by band. The code I am reading computes all mutual overlaps of the bands, takes a Cholesky factor and multiplies the bands by an inverse triangular matrix. Two orthonormal sets with the same span can still differ by a unitary matrix. Do the two procedures return the same orbitals, phases included, or only the same subspace?

## One triangular matrix fixes the orbitals

They return the same orbitals, phases included, provided that $S$ is positive definite, the trial bands are linearly independent and the Cholesky factor has a positive diagonal.

Let the trial bands be the columns $x_0,\dots,x_{n-1}$ of $X$, and let $G=X^\dagger SX$. Gram–Schmidt computes

$$r_k=x_k-\sum_{j<k}(q_j^\dagger Sx_k)\,q_j,\qquad q_k=\frac{r_k}{\sqrt{r_k^\dagger Sr_k}}.$$

Consider any upper triangular $R$ with positive real diagonal and $(XR)^\dagger S(XR)=1$.

**Every such $R$ gives the Gram–Schmidt orbitals.** Let $Y=XR$, with columns $y_k$, and let $C=Y^\dagger SX$, so that $C_{jk}=y_j^\dagger Sx_k$. Then $CR=Y^\dagger SY=1$, so $C=R^{-1}$. Hence $C$ is upper triangular with $C_{kk}=1/R_{kk}>0$, and $X=YC$ reads $x_k=\sum_{j\le k}C_{jk}y_j$. If $y_j=q_j$ for all $j<k$, then

$$r_k=x_k-\sum_{j<k}C_{jk}y_j=C_{kk}y_k.$$

Since $y_k^\dagger Sy_k=1$, the length of $r_k$ is $C_{kk}$, and $q_k=y_k$. Induction on $k$ covers all bands.

**There is at most one $R$.** Two solutions $A$ and $B$ satisfy $XA=XB$, and independence of the columns of $X$ gives $A=B$.

**There is at least one.** For $c\neq0$ we have $Xc\ne0$, so $c^\dagger Gc=(Xc)^\dagger S(Xc)>0$. With unit vectors $e_k$, set

$$u_k=e_k-\sum_{j<k}\frac{u_j^\dagger Ge_k}{u_j^\dagger Gu_j}\,u_j.$$

These vectors are nonzero and mutually orthogonal in the metric $G$. As columns they form an upper triangular $U$ with nonzero diagonal, and $U^\dagger GU=\mathrm{diag}(w)$ with $w_i>0$. Put $s_i=U_{ii}^*/(|U_{ii}|\sqrt{w_i})$. Then $U_{ii}s_i>0$ and $s_i^*w_is_i=1$, so $R=U\,\mathrm{diag}(s)$ works.

**Cholesky supplies this $R$.** If $LL^\dagger=G$ with $L$ lower triangular and its diagonal positive, then $(L^\dagger)^{-1}$ is upper triangular with positive diagonal, and

$$L^{-1}G(L^\dagger)^{-1}=L^{-1}LL^\dagger(L^\dagger)^{-1}=1.$$

So $X(L^\dagger)^{-1}$ holds the Gram–Schmidt orbitals. The positive diagonal fixes the phases: multiplying a column of $R$ by a phase preserves both the triangular shape and orthonormality, but any phase other than 1 leaves a diagonal entry that is no longer positive.

### What the Lean statements say

In the Lean file below, `m` labels a finite basis, `Fin n` labels the bands from 0, and `ᴴ` is the dagger. `overlap S u v` is $u^\dagger Sv$. `gsOrbital` is the recursion above, and `gsMatrix` collects its results as columns.

`IsOrthonormaliser S X R` lists the three conditions on $R$. `R.BlockTriangular id` means upper triangular, and `0 < R i i` for a complex number means real and positive.

- `existsUnique_orthonormaliser` assumes `S.PosDef`, which includes Hermiticity, and independent columns of `X`. It concludes that exactly one such $R$ exists.
- `orbitals_eq_gramSchmidt` says that any such $R$ turns $X$ into the Gram–Schmidt orbitals.
- `cholesky_eq_gramSchmidt` says the same of $X(L^\dagger)^{-1}$ for a given Cholesky factor $L$. Under the assumptions of the first theorem, $L=(R^{-1})^\dagger$ is one, as rearranging $R^\dagger GR=1$ shows.

Positive definiteness means physically that every nonzero smooth orbital represents a state of positive norm. The matrix $S$ is taken as given, so that a particular PAW or ultrasoft dataset yields a positive definite $S$ has to be established separately.

```lean
import Mathlib

open Matrix
open scoped ComplexOrder

namespace CholeskyOrthonormalisation

noncomputable section

variable {m : Type*} [Fintype m] {n : ℕ}

/-- The overlap `u† S v` of two coefficient vectors in the metric `S`. -/
def overlap (S : Matrix m m ℂ) (u v : m → ℂ) : ℂ := star u ⬝ᵥ (S *ᵥ v)

/-- The length of a vector whose overlap with itself is real and nonnegative. -/
def overlapNorm (S : Matrix m m ℂ) (r : m → ℂ) : ℝ := √(overlap S r r).re

/-- The vector `r` divided by its length, for `r` with positive overlap with itself. -/
def normalised (S : Matrix m m ℂ) (r : m → ℂ) : m → ℂ := ((overlapNorm S r : ℝ) : ℂ)⁻¹ • r

/-- The `k`-th Gram-Schmidt orbital: column `k` of `X` minus its projections on the earlier
orbitals, normalised; for `S` positive definite on the span of independent columns. -/
def gsOrbital (S : Matrix m m ℂ) (X : Matrix m (Fin n) ℂ) (k : Fin n) : m → ℂ :=
  normalised S (X.col k -
    ∑ j : Finset.Iio k, overlap S (gsOrbital S X j) (X.col k) • gsOrbital S X j)
termination_by k.val
decreasing_by all_goals exact Fin.lt_def.1 (Finset.mem_Iio.1 j.2)

/-- The matrix whose columns are the Gram-Schmidt orbitals. -/
def gsMatrix (S : Matrix m m ℂ) (X : Matrix m (Fin n) ℂ) : Matrix m (Fin n) ℂ :=
  Matrix.of fun a k => gsOrbital S X k a

/-- `R` is upper triangular with positive real diagonal, and the columns of `X R` are
orthonormal in the metric `S`. -/
def IsOrthonormaliser (S : Matrix m m ℂ) (X : Matrix m (Fin n) ℂ)
    (R : Matrix (Fin n) (Fin n) ℂ) : Prop :=
  R.BlockTriangular id ∧ (∀ i, 0 < R i i) ∧ (X * R)ᴴ * S * (X * R) = 1

/-- A positive complex number is a positive real number. -/
theorem pos_real {z : ℂ} (h : 0 < z) : ∃ r : ℝ, 0 < r ∧ z = r :=
  ⟨z.re, (Complex.lt_def.1 h).1, Complex.ext rfl (Complex.lt_def.1 h).2.symm⟩

/-- The inverse of an upper triangular matrix with positive real diagonal is again upper
triangular with positive real diagonal. -/
theorem inverse_upper {A C : Matrix (Fin n) (Fin n) ℂ} (hA : A.BlockTriangular id)
    (hp : ∀ i, 0 < A i i) (h : C * A = 1) : C.BlockTriangular id ∧ ∀ i, 0 < C i i := by
  have hC : C.BlockTriangular id := by
    let := invertibleOfLeftInverse A C h
    rw [← Matrix.inv_eq_left_inv h]
    exact Matrix.blockTriangular_inv_of_blockTriangular hA
  refine ⟨hC, fun i => ?_⟩
  obtain ⟨r, hr, hAr⟩ := pos_real (hp i)
  -- the diagonal of a triangular product is the product of the diagonals
  have hd : (C * A) i i = C i i * A i i := by
    rw [Matrix.mul_apply]
    refine Finset.sum_eq_single i (fun j _ hj => ?_) (by simp)
    rcases lt_or_gt_of_ne hj with h | h
    · have h0 : C i j = 0 := hC h
      rw [h0, zero_mul]
    · have h0 : A j i = 0 := hA h
      rw [h0, mul_zero]
  rw [h, Matrix.one_apply_eq, hAr] at hd
  rw [eq_inv_of_mul_eq_one_left hd.symm, ← Complex.ofReal_inv]
  exact_mod_cast inv_pos.2 hr

/-- If `R` is upper triangular with positive real diagonal and the columns of `X R` are
orthonormal in the metric `S`, then these columns are the Gram-Schmidt orbitals. -/
theorem orbitals_eq_gramSchmidt {S : Matrix m m ℂ} {X : Matrix m (Fin n) ℂ}
    {R : Matrix (Fin n) (Fin n) ℂ} (h : IsOrthonormaliser S X R) : X * R = gsMatrix S X := by
  obtain ⟨hu, hp, h1⟩ := h
  -- the inverse of `R` holds the overlaps of the new orbitals with the old ones
  obtain ⟨C, hC⟩ : ∃ C, C = (X * R)ᴴ * S * X := ⟨_, rfl⟩
  have hCR : C * R = 1 := by
    rw [hC]
    simpa only [Matrix.mul_assoc] using h1
  obtain ⟨hCu, hCp⟩ := inverse_upper hu hp hCR
  have hCe : ∀ j k, C j k = overlap S ((X * R).col j) (X.col k) := by
    intro j k
    rw [hC, Matrix.mul_assoc]
    rfl
  have hX : X * R * C = X := by
    rw [Matrix.mul_assoc, mul_eq_one_comm.1 hCR, Matrix.mul_one]
  have hcol : ∀ k, (X * R).col k = gsOrbital S X k := by
    intro k
    induction k using WellFoundedLT.induction with
    | _ k ih =>
    have hr : X.col k - ∑ j ∈ Finset.Iio k,
        overlap S (gsOrbital S X j) (X.col k) • gsOrbital S X j = C k k • (X * R).col k := by
      have hs : ∑ j ∈ Finset.Iio k, overlap S (gsOrbital S X j) (X.col k) • gsOrbital S X j
          = ∑ j ∈ Finset.Iio k, C j k • (X * R).col j :=
        Finset.sum_congr rfl fun j hj => by rw [← ih j (Finset.mem_Iio.1 hj), hCe]
      rw [hs, sub_eq_iff_eq_add]
      ext a
      have hXa : X a k = ∑ j, (X * R) a j * C j k := (congrFun (congrFun hX a) k).symm
      have hsub : ∑ j ∈ insert k (Finset.Iio k), (X * R) a j * C j k
          = ∑ j, (X * R) a j * C j k := by
        refine Finset.sum_subset (Finset.subset_univ _) fun j _ hj => ?_
        simp only [Finset.mem_insert, Finset.mem_Iio, not_or, not_lt] at hj
        have h0 : C j k = 0 := hCu (lt_of_le_of_ne hj.2 (Ne.symm hj.1))
        rw [h0, mul_zero]
      change X a k = _
      rw [hXa, ← hsub, Finset.sum_insert (by simp), Pi.add_apply, Finset.sum_apply]
      exact congrArg₂ (· + ·) (mul_comm _ _) (Finset.sum_congr rfl fun j _ => mul_comm _ _)
    obtain ⟨t, ht, hCt⟩ := pos_real (hCp k)
    have hq : star ((X * R).col k) ⬝ᵥ (S *ᵥ (X * R).col k) = 1 := by
      have h2 := congrFun (congrFun h1 k) k
      rw [Matrix.mul_assoc, Matrix.one_apply_eq] at h2
      exact h2
    have hn : overlapNorm S ((t : ℂ) • (X * R).col k) = t := by
      have h2 : overlap S ((t : ℂ) • (X * R).col k) ((t : ℂ) • (X * R).col k)
          = ((t ^ 2 : ℝ) : ℂ) := by
        simp only [overlap, star_smul, smul_dotProduct, Matrix.mulVec_smul, dotProduct_smul,
          smul_eq_mul, hq, Complex.star_def, Complex.conj_ofReal, mul_one]
        push_cast
        ring
      rw [overlapNorm, h2, Complex.ofReal_re, Real.sqrt_sq ht.le]
    have htc : (t : ℂ) ≠ 0 := by exact_mod_cast ht.ne'
    rw [gsOrbital, Finset.sum_coe_sort (Finset.Iio k)
      (fun j => overlap S (gsOrbital S X j) (X.col k) • gsOrbital S X j), hr, hCt,
      normalised, hn, inv_smul_smul₀ htc]
  ext a k
  exact congrFun (hcol k) a

/-- A nonzero complex `u` and a positive real `d` admit a factor `s` that makes `u s` positive
and `s* d s` equal to one. -/
theorem exists_scale {u d : ℂ} (hu : u ≠ 0) (hd : 0 < d) :
    ∃ s : ℂ, 0 < u * s ∧ star s * d * s = 1 := by
  obtain ⟨p, hp, rfl⟩ := pos_real hd
  have hN := Complex.normSq_pos.2 hu
  have hq : 0 < Complex.normSq u * p := mul_pos hN hp
  obtain ⟨t, ht, h1⟩ : ∃ t : ℝ, 0 < t ∧ Complex.normSq u * p * t ^ 2 = 1 :=
    ⟨(√(Complex.normSq u * p))⁻¹, inv_pos.2 (Real.sqrt_pos.2 hq), by
      rw [inv_pow, Real.sq_sqrt hq.le, mul_inv_cancel₀ hq.ne']⟩
  have huu : u * star u = (Complex.normSq u : ℂ) := Complex.mul_conj u
  refine ⟨star u * t, ?_, ?_⟩
  · rw [← mul_assoc, huu]
    exact_mod_cast mul_pos hN ht
  · have h2 : (Complex.normSq u : ℂ) * p * (t : ℂ) ^ 2 = 1 := by exact_mod_cast h1
    have h3 : star (star u * (t : ℂ)) = u * t := by simp
    rw [h3]
    linear_combination h2 + (p : ℂ) * (t : ℂ) ^ 2 * huu

/-- For positive definite `S` and independent columns of `X`, exactly one upper triangular `R`
with positive real diagonal makes the columns of `X R` orthonormal in the metric `S`. -/
theorem existsUnique_orthonormaliser {S : Matrix m m ℂ} (hS : S.PosDef)
    {X : Matrix m (Fin n) ℂ} (hX : LinearIndependent ℂ X.col) :
    ∃! R, IsOrthonormaliser S X R := by
  have hinj := Matrix.mulVec_injective_iff.2 hX
  have hG : (Xᴴ * S * X).PosDef := hS.conjTranspose_mul_mul_same hinj
  -- a triangular `U` diagonalises the overlap matrix
  obtain ⟨U, w, hU, hdet, hW⟩ : ∃ (U : Matrix (Fin n) (Fin n) ℂ) (w : Fin n → ℂ),
      U.BlockTriangular id ∧ IsUnit U.det ∧ Uᴴ * (Xᴴ * S * X) * U = diagonal w := by
    refine ⟨(LDL.lowerInv hG)ᴴ, LDL.diagEntries hG, fun i j h => ?_, ?_, ?_⟩
    · have h' : j < i := h
      rw [Matrix.conjTranspose_apply, LDL.lowerInv_triangular hG h', star_zero]
    · rw [Matrix.det_conjTranspose]
      exact ((Matrix.isUnit_iff_isUnit_det _).1 (isUnit_of_invertible (LDL.lowerInv hG))).star
    · rw [Matrix.conjTranspose_conjTranspose]
      exact (LDL.diag_eq_lowerInv_conj hG).symm
  rw [Matrix.det_of_isUpperTriangular hU] at hdet
  have hUd : ∀ i, U i i ≠ 0 := fun i =>
    Finset.prod_ne_zero_iff.1 hdet.ne_zero i (Finset.mem_univ i)
  have hw : ∀ i, 0 < w i := by
    intro i
    have h0 : U.col i ≠ 0 := fun h => hUd i (congrFun h i)
    have h1 := congrFun (congrFun hW i) i
    rw [Matrix.mul_assoc, Matrix.diagonal_apply_eq] at h1
    rw [← h1]
    exact hG.dotProduct_mulVec_pos h0
  -- rescaling its columns fixes lengths and phases
  choose s hs hs1 using fun i => exists_scale (hUd i) (hw i)
  refine existsUnique_of_exists_of_unique
    ⟨U * diagonal s, ⟨fun i j h => ?_, fun i => ?_, ?_⟩⟩ (fun A B hA hB => ?_)
  · have h0 : U i j = 0 := hU h
    rw [Matrix.mul_diagonal, h0, zero_mul]
  · rw [Matrix.mul_diagonal]
    exact hs i
  · calc (X * (U * diagonal s))ᴴ * S * (X * (U * diagonal s))
        = (diagonal s)ᴴ * (Uᴴ * (Xᴴ * S * X) * U) * diagonal s := by
          simp only [Matrix.conjTranspose_mul, Matrix.mul_assoc]
      _ = 1 := by
          rw [hW, Matrix.diagonal_conjTranspose, Matrix.diagonal_mul_diagonal,
            Matrix.diagonal_mul_diagonal, ← Matrix.diagonal_one]
          exact congrArg diagonal (funext hs1)
  · -- both solutions give the Gram-Schmidt orbitals, and `X` is injective
    have hAB : X * A = X * B :=
      (orbitals_eq_gramSchmidt hA).trans (orbitals_eq_gramSchmidt hB).symm
    ext i k
    have hk : X *ᵥ A.col k = X *ᵥ B.col k := by
      funext a
      exact congrFun (congrFun hAB a) k
    exact congrFun (hinj hk) i

/-- If `L` is lower triangular with positive real diagonal and `L Lᴴ = Xᴴ S X`, then the
Cholesky orbitals `X (Lᴴ)⁻¹` are the Gram-Schmidt orbitals. -/
theorem cholesky_eq_gramSchmidt {S : Matrix m m ℂ} {X : Matrix m (Fin n) ℂ}
    {L : Matrix (Fin n) (Fin n) ℂ} (hlow : ∀ i j, i < j → L i j = 0) (hpos : ∀ i, 0 < L i i)
    (hLL : L * Lᴴ = Xᴴ * S * X) : X * (Lᴴ)⁻¹ = gsMatrix S X := by
  have hu : (Lᴴ).BlockTriangular id := by
    intro i j h
    rw [Matrix.conjTranspose_apply, hlow j i h, star_zero]
  have hp : ∀ i, 0 < Lᴴ i i := by
    intro i
    obtain ⟨r, hr, hLr⟩ := pos_real (hpos i)
    rw [Matrix.conjTranspose_apply, hLr, Complex.star_def, Complex.conj_ofReal]
    exact_mod_cast hr
  have hdet : IsUnit (Lᴴ).det := by
    rw [Matrix.det_of_isUpperTriangular hu]
    exact isUnit_iff_ne_zero.2 (Finset.prod_ne_zero_iff.2 fun i _ => (hp i).ne')
  obtain ⟨hRu, hRp⟩ := inverse_upper hu hp (Matrix.nonsing_inv_mul _ hdet)
  -- the inverse factor meets the conditions that single out Gram-Schmidt
  refine orbitals_eq_gramSchmidt ⟨hRu, hRp, ?_⟩
  calc (X * (Lᴴ)⁻¹)ᴴ * S * (X * (Lᴴ)⁻¹)
      = ((Lᴴ)⁻¹)ᴴ * (Xᴴ * S * X) * (Lᴴ)⁻¹ := by
        simp only [Matrix.conjTranspose_mul, Matrix.mul_assoc]
    _ = (Lᴴ * (Lᴴ)⁻¹)ᴴ * (Lᴴ * (Lᴴ)⁻¹) := by
        rw [← hLL, Matrix.conjTranspose_mul, Matrix.conjTranspose_conjTranspose]
        simp only [Matrix.mul_assoc]
    _ = 1 := by rw [Matrix.mul_nonsing_inv _ hdet, Matrix.conjTranspose_one, Matrix.one_mul]
 
end

end CholeskyOrthonormalisation
```

```lean
#print axioms CholeskyOrthonormalisation.orbitals_eq_gramSchmidt
#print axioms CholeskyOrthonormalisation.existsUnique_orthonormaliser
#print axioms CholeskyOrthonormalisation.cholesky_eq_gramSchmidt
```

```
'CholeskyOrthonormalisation.orbitals_eq_gramSchmidt' depends on axioms: [propext, Classical.choice, Quot.sound]
'CholeskyOrthonormalisation.existsUnique_orthonormaliser' depends on axioms: [propext, Classical.choice, Quot.sound]
'CholeskyOrthonormalisation.cholesky_eq_gramSchmidt' depends on axioms: [propext, Classical.choice, Quot.sound]
```

### From the algebra to the Lean proof

`inverse_upper` provides the facts about $C=R^{-1}$: Mathlib supplies the triangular shape, and comparing diagonal entries in $CR=1$ gives positivity, with `pos_real` turning a positive complex number into a real one.

In `orbitals_eq_gramSchmidt`, `hCR` is $CR=1$ and `hX` is $X=YC$. The induction over `k` proves `hr`, the identity $r_k=C_{kk}y_k$, by discarding the terms of $x_k$ with $j>k$. Then `hn` computes the length, and the normalisation cancels the factor $C_{kk}$.

For existence, `existsUnique_orthonormaliser` takes $U$ and $w$ from Mathlib's LDL decomposition of $G$. A nonzero determinant gives $U_{ii}\neq0$, and `exists_scale` supplies $s_i$. Uniqueness compares $XA$ and $XB$ through the Gram–Schmidt orbitals and uses injectivity of $X$. Finally, `cholesky_eq_gramSchmidt` verifies the three conditions for $(L^\dagger)^{-1}$ and applies `orbitals_eq_gramSchmidt`.

### The step in a plane-wave calculation

For a finite basis, a positive definite $S$ and linearly independent trial bands, an electronic-structure code can replace the band-by-band loop by block operations that give the same orbitals in exact arithmetic. With nearly dependent bands, rounding can spoil the result or make the factorisation fail. The code applies $S$ to all trial bands, usually through the projectors and without storing $S$ as a full matrix, and forms the $n\times n$ matrix $G=X^\dagger(SX)$. It then factorises $G=LL^\dagger$ and obtains the new bands $Y=X(L^\dagger)^{-1}$, either by multiplying with the inverse factor or by solving the triangular system $YL^\dagger=X$ without forming an inverse. The same operation applied to $SX$ gives $SY$, which saves another application of $S$.
